# All stoichiometric classes of a finite reaction network are bounded exactly when its species admit positive conserved masses

Let $S$ be the stoichiometric matrix of a reaction network: $S_{ij}$ is the net number of molecules of species $i$ made by reaction $j$. From a composition $c^0\ge 0$, extents $\xi_j$ of either sign lead to $c=c^0+S\xi$, and the nonnegative $c$ of this form make up the stoichiometric class of $c^0$.

If every reaction conserves mass, no concentration can grow without limit within a class. But does the converse hold? A → B and A → 2B each balance with suitable masses, yet running the first backwards and then the second forwards turns one B into two. If I only know that all classes are bounded, must there be one set of positive masses that suits every reaction?

## Yes, and one bounded class with a nonnegative start is enough

**Masses give bounds.** Suppose $m_i>0$ for all $i$ and $m^TS=0$. For $c=c^0+S\xi\ge 0$,
$$m\cdot c=m\cdot c^0+m^TS\xi=m\cdot c^0 .$$
All terms $m_ic_i$ are nonnegative, so $m_ic_i\le m\cdot c^0$ and $0\le c_i\le (m\cdot c^0)/m_i$.

**A bounded class excludes net production.** Let the class of some $c^0\ge0$ be bounded, and let $d=S\xi\ge0$. For every $t\ge0$ the composition $c^0+td$ lies in the class, with extents $t\xi$. If some $d_i$ were positive, $c^0_i+td_i$ would grow without limit. Hence $d=0$.

**No net production gives masses.** Let $\Delta$ be the compact convex set of $x\ge0$ with $\sum_i x_i=1$, and $L$ the column space of $S$. A common point would be a nonnegative $S\xi$, hence zero, yet its entries would sum to 1. So the sets are disjoint, and a linear functional $f$ and numbers $u<v$ exist with $f<u$ on $\Delta$ and $f>v$ on $L$.

Since $0\in L$, $v<0$. If $f(y)\ne0$ for some $y\in L$, then $(v/f(y))\,y\in L$ has the value $v$, a contradiction; so $f$ vanishes on $L$. Put $m_i=-f(e_i)$, where $e_i$ is pure species $i$. Then $m_i>-u>0$, and applying $f$ to column $j$ gives $\sum_i m_iS_{ij}=0$.

Starting from $c^0=0$ closes the equivalence.

In Lean, `n` indexes the finitely many species and `r` the reactions; `S *ᵥ ξ` is $S\xi$ and `m ᵥ* S` is $m^TS$. `stoichClass S c0` is the class above, and `IsConservative S` says that positive masses exist. These need not be molecular masses: any positive conserved weights will do. The equivalence is `all_classes_bounded_iff`, for any real matrix. In `all_bounded_of_one_bounded`, the condition $c^0\ge0$ ensures that the known class is nonempty; an empty class is bounded whatever $S$ is.

No rate law appears. To apply the ceiling to a real mixture, one must know that its concentrations stay in the class, as in a closed, well-mixed system at constant volume. An unbounded class does not imply that the actual kinetics runs away.

```lean
import Mathlib

open Matrix

namespace ConservativeNetworks

/-- The stoichiometric class of `c0`: all nonnegative concentration vectors that differ
from `c0` by a vector in the column space of the stoichiometric matrix `S`. -/
def stoichClass {n r : Type*} [Fintype r] (S : Matrix n r ℝ) (c0 : n → ℝ) : Set (n → ℝ) :=
  {c | (∀ i, 0 ≤ c i) ∧ ∃ ξ : r → ℝ, c = c0 + S *ᵥ ξ}

/-- A network is conservative if its species can be given strictly positive masses `m`
such that every reaction preserves the total mass, `mᵀ S = 0`. -/
def IsConservative {n r : Type*} [Fintype n] (S : Matrix n r ℝ) : Prop :=
  ∃ m : n → ℝ, (∀ i, 0 < m i) ∧ m ᵥ* S = 0

variable {n r : Type*} [Fintype n] [Fintype r]

/-- If strictly positive masses are preserved by every reaction, the concentration of a species
anywhere in the class of `c0` is at most the total mass of `c0` divided by the mass of that species.
-/
theorem concentration_le {S : Matrix n r ℝ} {m c0 c : n → ℝ} (hm : ∀ i, 0 < m i)
    (hS : m ᵥ* S = 0) (hc : c ∈ stoichClass S c0) (i : n) :
    c i ≤ (m ⬝ᵥ c0) / m i := by
  obtain ⟨hpos, ξ, hξ⟩ := hc
  -- the total mass is the same throughout the class
  have hmass : m ⬝ᵥ c = m ⬝ᵥ c0 := by
    rw [hξ, dotProduct_add, Matrix.dotProduct_mulVec, hS, zero_dotProduct, add_zero]
  rw [le_div_iff₀ (hm i), ← hmass, mul_comm]
  -- one species carries at most the total mass
  exact Finset.single_le_sum (f := fun j => m j * c j)
    (fun j _ => mul_nonneg (hm j).le (hpos j)) (Finset.mem_univ i)

/-- In a conservative network every stoichiometric class is bounded. -/
theorem isBounded_of_isConservative {S : Matrix n r ℝ} (h : IsConservative S)
    (c0 : n → ℝ) : Bornology.IsBounded (stoichClass S c0) := by
  obtain ⟨m, hm, hS⟩ := h
  refine (Metric.isBounded_Icc (0 : n → ℝ) (fun i => (m ⬝ᵥ c0) / m i)).subset ?_
  intro c hc
  exact ⟨fun i => hc.1 i, fun i => concentration_le hm hS hc i⟩

/-- If the class of one nonnegative composition is bounded, then reaction extents that
consume no species on balance produce none either. -/
theorem no_net_production {S : Matrix n r ℝ} {c0 : n → ℝ} (h0 : ∀ i, 0 ≤ c0 i)
    (hb : Bornology.IsBounded (stoichClass S c0)) (ξ : r → ℝ)
    (hξ : ∀ i, 0 ≤ (S *ᵥ ξ) i) : S *ᵥ ξ = 0 := by
  obtain ⟨C, hC⟩ := hb.exists_norm_le
  ext i
  by_contra hne
  have hi : 0 < (S *ᵥ ξ) i := lt_of_le_of_ne (hξ i) (Ne.symm hne)
  -- go so far along the producing direction that species `i` exceeds the bound
  have ht : 0 ≤ (|C| + 1) / (S *ᵥ ξ) i := by positivity
  have hmem : c0 + ((|C| + 1) / (S *ᵥ ξ) i) • (S *ᵥ ξ) ∈ stoichClass S c0 := by
    refine ⟨fun j => ?_, ((|C| + 1) / (S *ᵥ ξ) i) • ξ, by rw [Matrix.mulVec_smul]⟩
    exact add_nonneg (h0 j) (mul_nonneg ht (hξ j))
  have h1 := (norm_le_pi_norm _ i).trans (hC _ hmem)
  have h2 := (le_abs_self _).trans h1
  rw [Pi.add_apply, Pi.smul_apply, smul_eq_mul, div_mul_cancel₀ _ hi.ne'] at h2
  linarith [h0 i, le_abs_self C]

/-- If no reaction extents produce some species without consuming another, then strictly positive
masses exist that every reaction preserves (the existence half of Stiemke's lemma). -/
theorem isConservative_of_no_net_production {S : Matrix n r ℝ}
    (h : ∀ ξ : r → ℝ, (∀ i, 0 ≤ (S *ᵥ ξ) i) → S *ᵥ ξ = 0) : IsConservative S := by
  classical
  have hdisj : Disjoint (stdSimplex ℝ n) (LinearMap.range S.mulVecLin : Set (n → ℝ)) := by
    rw [Set.disjoint_left]
    rintro x ⟨hx, hsum⟩ ⟨ξ, hξ⟩
    rw [Matrix.mulVecLin_apply] at hξ
    have hz := h ξ (fun i => by rw [hξ]; exact hx i)
    rw [← hξ, hz] at hsum
    simp at hsum
  -- separate the normalised compositions from the column space
  obtain ⟨f, u, v, hu, huv, hv⟩ := geometric_hahn_banach_compact_closed
    (convex_stdSimplex ℝ n) (by apply isCompact_stdSimplex)
    (LinearMap.range S.mulVecLin).convex
    (Submodule.closed_of_finiteDimensional (LinearMap.range S.mulVecLin)) hdisj
  have hv0 : v < 0 := by
    have h0 := hv 0 (Submodule.zero_mem _)
    rwa [map_zero] at h0
  -- a functional bounded below on a subspace vanishes there
  have hzero : ∀ ξ : r → ℝ, f (S *ᵥ ξ) = 0 := by
    intro ξ
    by_contra hne
    have h1 := hv (S *ᵥ ((v / f (S *ᵥ ξ)) • ξ)) ⟨_, Matrix.mulVecLin_apply _ _⟩
    rw [Matrix.mulVec_smul, map_smul, smul_eq_mul, div_mul_cancel₀ _ hne] at h1
    exact lt_irrefl _ h1
  have hf : ∀ x : n → ℝ, f x = ∑ i, x i * f (Pi.single i 1) := by
    intro x
    have hx : x = ∑ i, x i • (Pi.single i 1 : n → ℝ) := by
      ext k
      simp [Finset.sum_apply, Pi.single_apply]
    calc f x = f (∑ i, x i • (Pi.single i 1 : n → ℝ)) := congrArg f hx
      _ = _ := by simp only [map_sum, map_smul, smul_eq_mul]
  -- the masses are the negated values of the functional on the pure species
  refine ⟨fun i => -f (Pi.single i 1), fun i => ?_, ?_⟩
  · have hi : (Pi.single i 1 : n → ℝ) ∈ stdSimplex ℝ n := by
      refine ⟨fun j => ?_, by simp [Pi.single_apply]⟩
      rw [Pi.single_apply]
      split_ifs <;> norm_num
    linarith [hu _ hi]
  · ext j
    have hcol : ∀ i, (S *ᵥ Pi.single j 1) i = S i j := by
      intro i
      simp [Matrix.mulVec, dotProduct, Pi.single_apply]
    have h0 := hzero (Pi.single j 1)
    rw [hf] at h0
    simp only [hcol] at h0
    calc ∑ i, -f (Pi.single i 1) * S i j = -∑ i, S i j * f (Pi.single i 1) := by
          rw [← Finset.sum_neg_distrib]
          exact Finset.sum_congr rfl (fun i _ => by ring)
      _ = 0 := by rw [h0, neg_zero]

/-- All stoichiometric classes of nonnegative compositions are bounded if and only if
there is a strictly positive mass vector `m` with `mᵀ S = 0`. -/
theorem all_classes_bounded_iff (S : Matrix n r ℝ) :
    (∀ c0 : n → ℝ, (∀ i, 0 ≤ c0 i) → Bornology.IsBounded (stoichClass S c0)) ↔
      ∃ m : n → ℝ, (∀ i, 0 < m i) ∧ m ᵥ* S = 0 :=
  ⟨fun h => isConservative_of_no_net_production
      (no_net_production (c0 := 0) (fun _ => le_rfl) (h 0 (fun _ => le_rfl))),
    fun h c0 _ => isBounded_of_isConservative h c0⟩

/-- One class decides for all: if the class of a single nonnegative composition is
bounded, then so is the class of every other composition. -/
theorem all_bounded_of_one_bounded {S : Matrix n r ℝ} {c0 : n → ℝ} (h0 : ∀ i, 0 ≤ c0 i)
    (hb : Bornology.IsBounded (stoichClass S c0)) (c1 : n → ℝ) :
    Bornology.IsBounded (stoichClass S c1) :=
  isBounded_of_isConservative
    (isConservative_of_no_net_production (no_net_production h0 hb)) c1

/-- The reaction 2 H₂ + O₂ → 2 H₂O preserves the strictly positive masses 2, 32, 18 of
H₂, O₂ and H₂O. -/
theorem water_witness :
    (∀ i, 0 < (![2, 32, 18] : Fin 3 → ℝ) i) ∧
      (![2, 32, 18] : Fin 3 → ℝ) ᵥ* (!![-2; -1; 2] : Matrix (Fin 3) (Fin 1) ℝ) = 0 := by
  constructor
  · intro i
    fin_cases i <;> norm_num
  · ext j
    fin_cases j
    norm_num [Matrix.vecMul, dotProduct, Fin.sum_univ_succ]

/-- The reactions A → B and A → 2 B are each conservative on their own, but the network
that contains both is not. -/
theorem conflicting_reactions :
    IsConservative (!![-1; 1] : Matrix (Fin 2) (Fin 1) ℝ) ∧
      IsConservative (!![-1; 2] : Matrix (Fin 2) (Fin 1) ℝ) ∧
      ¬ IsConservative (!![-1, -1; 1, 2] : Matrix (Fin 2) (Fin 2) ℝ) := by
  refine ⟨⟨![1, 1], ?_, ?_⟩, ⟨![2, 1], ?_, ?_⟩, ?_⟩
  · intro i
    fin_cases i <;> norm_num
  · ext j
    fin_cases j
    norm_num [Matrix.vecMul, dotProduct, Fin.sum_univ_succ]
  · intro i
    fin_cases i <;> norm_num
  · ext j
    fin_cases j
    norm_num [Matrix.vecMul, dotProduct, Fin.sum_univ_succ]
  · rintro ⟨m, hm, hS⟩
    -- the two balances demand m_A = m_B and m_A = 2 m_B
    have h0 := congrFun hS 0
    have h1 := congrFun hS 1
    simp [Matrix.vecMul, dotProduct, Fin.sum_univ_two] at h0 h1
    linarith [hm 0, hm 1]

end ConservativeNetworks
```

```lean
#print axioms ConservativeNetworks.all_classes_bounded_iff
-- 'ConservativeNetworks.all_classes_bounded_iff' depends on axioms: [propext, Classical.choice, Quot.sound]
#print axioms ConservativeNetworks.all_bounded_of_one_bounded
-- 'ConservativeNetworks.all_bounded_of_one_bounded' depends on axioms: [propext, Classical.choice, Quot.sound]
#print axioms ConservativeNetworks.conflicting_reactions
-- 'ConservativeNetworks.conflicting_reactions' depends on axioms: [propext, Classical.choice, Quot.sound]
```

`concentration_le` is the mass balance followed by `Finset.single_le_sum`, which bounds one term by the whole sum; `isBounded_of_isConservative` puts the class inside the resulting box. `no_net_production` takes a norm bound $C$ and the explicit step $t=(|C|+1)/d_i$, which pushes species $i$ past it.

`isConservative_of_no_net_production` is the existence half of Stiemke's lemma. There `hdisj` shows that $\Delta$ and $L$ are disjoint, `geometric_hahn_banach_compact_closed` supplies $f$, `hzero` is the rescaling argument, and `hf` expands $f$ over the pure species. `all_classes_bounded_iff` and `all_bounded_of_one_bounded` join these implications.

`water_witness` checks the rounded masses 2, 32, 18 for water formation. `conflicting_reactions` settles the opening example: the two reactions together demand $m_A=m_B$ and $m_A=2m_B$, which no positive masses satisfy.

For a conservative network with finitely many species, the ceiling also leaves only finitely many molecule-number states reachable from a given initial state in a chemical master equation without inflow.

The same argument handles irreversible reactions, a variant left unformalised here. If only $\xi\ge0$ is allowed, all classes with $c^0\ge0$ are bounded exactly when some positive $m$ satisfies $m^TS\le0$, so that mass may be lost but not gained. The closed cone generated by the columns then replaces $L$, and $f$ is nonnegative on it instead of zero.
